# The configurational temperature identity for a periodic potential in one dimension

A Monte Carlo run that samples positions only has no velocities, so if a wrong temperature slips into its acceptance rule, no kinetic thermometer will show it. I would like a check that uses positions only.

For one coordinate \(x\) in a twice continuously differentiable potential \(V\) of period \(L>0\), at inverse temperature \(\beta=1/(k_BT)>0\), the claim I know is

\[
\beta\int_a^{a+L} V'(x)^2e^{-\beta V(x)}\,dx=\int_a^{a+L} V''(x)e^{-\beta V(x)}\,dx ,
\]

where \(a\) is any starting point. Dividing should then give \(k_BT\) as mean squared force over mean curvature. Can this be proved rigorously and checked by machine, including that the mean curvature isn't zero?

## Yes: the boundary term cancels over a full period

Write \(w(x)=e^{-\beta V(x)}\) and let \(B\) be any continuously differentiable function. The product and chain rules give

\[
(Bw)'=(B'-\beta BV')\,w .
\]

Integrating from \(a\) to \(b\) and rearranging,

\[
\int_a^b B'w\,dx=\beta\int_a^b BV'w\,dx+B(b)w(b)-B(a)w(a).
\]

Now let \(B\) and \(V\) both have period \(L\), and set \(b=a+L\). Then \(B(b)=B(a)\) and \(w(b)=w(a)\), so the last two terms cancel. Differentiating \(V(x+L)=V(x)\) shows that \(V'\) has period \(L\) too. The choice \(B=V'\) is therefore allowed, and it gives the identity.

### Why the quotient is a temperature

Suppose that \(V\) is not constant. Then \(V'\) is nonzero at some point, and by periodicity at some point of \([a,a+L)\). The function \(V'^2w\) is continuous, nonnegative and positive at that point, so its integral over the period is positive. The partition function \(Z=\int_a^{a+L}w\,dx\) is positive as well. With \(\langle f\rangle=Z^{-1}\int_a^{a+L}fw\,dx\), dividing the identity by \(Z\) gives

\[
\langle V''\rangle=\beta\langle V'^2\rangle>0,
\qquad
k_BT=\frac1\beta=\frac{\langle V'^2\rangle}{\langle V''\rangle}.
\]

### A torsion angle, and what a code accumulates

For the torsional potential \(V=-K\cos x\), with \(K\) a constant energy that sets the barrier height \(2|K|\), take \(B=\sin x\). Since \(V'=K\sin x\),

\[
\beta K\int_0^{2\pi}\sin^2x\;e^{\beta K\cos x}\,dx=\int_0^{2\pi}\cos x\;e^{\beta K\cos x}\,dx .
\]

A simulation of this single angle would keep running sums of \(\sin^2x\) and \(\cos x\) over its samples and, for \(K\neq0\), compare \(K\langle\sin^2x\rangle/\langle\cos x\rangle\) with the intended \(k_BT\). The code must divide the averages, not average the quotients: \(\cos x\) changes sign and can be arbitrarily close to zero in a single sample.

### How the Lean statements express this

The potential is a function `V : ℝ → ℝ`. Its slope is `deriv V` and its curvature is `deriv (deriv V)`. The force is \(-V'\), but only its square enters the main identity. `ContDiff ℝ 2 V` says that \(V\) is twice continuously differentiable, and `Function.Periodic V L` says that \(V(x+L)=V(x)\) for every \(x\).

`boltzmannWeight` is the unnormalised \(w\), and `canonicalAverage` divides by \(Z\). The parameter `β` stands for \(1/(k_BT)\), so `1 / β` is a temperature in energy units.

- `configurational_temperature_identity` is the equation you asked about. It holds for every real `β` and `L`, so your sign conditions are not needed there.
- `temperature_eq_force_sq_div_curvature` adds `0 < β`, `0 < L` and `∃ x y, V x ≠ V y`, the last meaning that \(V\) is not constant. It concludes both that the mean curvature is positive and that \(1/\beta\) is the quotient. A constant potential exerts no force, so its positions carry no information about temperature.
- `torsion_identity` is the cosine example, for all real `β` and `K`.

The model has one coordinate, and the Boltzmann distribution is built into the definition of the average. The theorems do not address whether a given integrator or Monte Carlo scheme samples that distribution, nor how large the statistical error of a finite run is.

```lean
import Mathlib

open Set

namespace ConfigurationalTemperature

noncomputable section

/-- The Boltzmann weight `exp (-β V(x))` of the position `x` in the potential `V`. -/
def boltzmannWeight (β : ℝ) (V : ℝ → ℝ) (x : ℝ) : ℝ := Real.exp (-β * V x)

/-- The canonical average of the observable `f` over the cell from `a` to `a + L`,
for a continuous potential and `L > 0`. -/
def canonicalAverage (β : ℝ) (V : ℝ → ℝ) (a L : ℝ) (f : ℝ → ℝ) : ℝ :=
  (∫ x in a..(a + L), f x * boltzmannWeight β V x) /
    ∫ x in a..(a + L), boltzmannWeight β V x

/-- The Boltzmann weight of a continuous potential is continuous. -/
theorem continuous_boltzmannWeight (β : ℝ) {V : ℝ → ℝ} (hV : Continuous V) :
    Continuous (boltzmannWeight β V) :=
  Real.continuous_exp.comp (continuous_const.mul hV)

/-- The derivative of a field `B` times the Boltzmann weight is
`(B' - β B V') exp (-β V)`. -/
theorem hasDerivAt_weighted_field (β : ℝ) {B V : ℝ → ℝ} {b v x : ℝ}
    (hB : HasDerivAt B b x) (hV : HasDerivAt V v x) :
    HasDerivAt (fun y => B y * boltzmannWeight β V y)
      ((b - β * (B x * v)) * boltzmannWeight β V x) x := by
  unfold boltzmannWeight
  have hw : HasDerivAt (fun y => Real.exp (-β * V y))
      (Real.exp (-β * V x) * (-β * v)) x := (hV.const_mul (-β)).exp
  refine (hB.fun_mul hw).congr_deriv ?_
  ring

/-- The hypervirial identity on an interval: the weighted integrals of `B'` and `β B V'` differ by
the change in `B exp (-β V)` from `a` to `b`. -/
theorem hypervirial_with_boundary (β a b : ℝ) {B B' V : ℝ → ℝ}
    (hB : ∀ x, HasDerivAt B (B' x) x) (hB' : Continuous B') (hV : ContDiff ℝ 1 V) :
    ∫ x in a..b, B' x * boltzmannWeight β V x =
      β * (∫ x in a..b, B x * deriv V x * boltzmannWeight β V x) +
        (B b * boltzmannWeight β V b - B a * boltzmannWeight β V a) := by
  have hw := continuous_boltzmannWeight β hV.continuous
  have hBc : Continuous B := continuous_iff_continuousAt.2 fun x => (hB x).continuousAt
  have hdV : Continuous (deriv V) := hV.continuous_deriv le_rfl
  have hVd : Differentiable ℝ V := hV.differentiable (by norm_num)
  have c1 : Continuous fun x => B' x * boltzmannWeight β V x := hB'.mul hw
  have c2 : Continuous fun x => β * (B x * deriv V x * boltzmannWeight β V x) :=
    continuous_const.mul ((hBc.mul hdV).mul hw)
  have c3 : Continuous fun x => (B' x - β * (B x * deriv V x)) * boltzmannWeight β V x :=
    (hB'.sub (continuous_const.mul (hBc.mul hdV))).mul hw
  -- the fundamental theorem of calculus for the weighted field
  have key := intervalIntegral.integral_eq_sub_of_hasDerivAt
    (fun x _ => hasDerivAt_weighted_field β (hB x) (hVd x).hasDerivAt)
    (c3.intervalIntegrable a b)
  have split : ∫ x in a..b, (B' x - β * (B x * deriv V x)) * boltzmannWeight β V x =
      (∫ x in a..b, B' x * boltzmannWeight β V x) -
        β * ∫ x in a..b, B x * deriv V x * boltzmannWeight β V x := by
    rw [← intervalIntegral.integral_const_mul,
      ← intervalIntegral.integral_sub (c1.intervalIntegrable a b) (c2.intervalIntegrable a b)]
    refine intervalIntegral.integral_congr fun x _ => ?_
    ring
  linarith

/-- The hypervirial identity for a field `B` and a potential `V`, both continuously differentiable
and of period `L`: over one period the weighted integrals of `B'` and `β B V'` agree. -/
theorem hypervirial_periodic (β a : ℝ) {L : ℝ} {B B' V : ℝ → ℝ}
    (hB : ∀ x, HasDerivAt B (B' x) x) (hB' : Continuous B') (hV : ContDiff ℝ 1 V)
    (hBL : Function.Periodic B L) (hVL : Function.Periodic V L) :
    ∫ x in a..(a + L), B' x * boltzmannWeight β V x =
      β * ∫ x in a..(a + L), B x * deriv V x * boltzmannWeight β V x := by
  have h := hypervirial_with_boundary β a (a + L) hB hB' hV
  have hw : boltzmannWeight β V (a + L) = boltzmannWeight β V a := by
    unfold boltzmannWeight
    rw [hVL a]
  rw [hBL a, hw, sub_self, add_zero] at h
  exact h

/-- The derivative of a periodic potential has the same period. -/
theorem periodic_deriv {V : ℝ → ℝ} {L : ℝ} (hVL : Function.Periodic V L) :
    Function.Periodic (deriv V) L := by
  intro x
  have h1 : (fun y => V (y + L)) = V := funext hVL
  have h2 : deriv (fun y => V (y + L)) x = deriv V (x + L) := deriv_comp_add_const ..
  rw [← h2, h1]

/-- The configurational temperature identity: over one period of a twice continuously
differentiable potential, `β ∫ V'² exp (-β V) = ∫ V'' exp (-β V)`. -/
theorem configurational_temperature_identity (β a : ℝ) {L : ℝ} {V : ℝ → ℝ}
    (hV : ContDiff ℝ 2 V) (hVL : Function.Periodic V L) :
    β * (∫ x in a..(a + L), deriv V x ^ 2 * boltzmannWeight β V x) =
      ∫ x in a..(a + L), deriv (deriv V) x * boltzmannWeight β V x := by
  have h2 : ContDiff ℝ (1 + 1) V := by
    rw [one_add_one_eq_two]
    exact hV
  have hd : ContDiff ℝ 1 (deriv V) := (contDiff_succ_iff_deriv.1 h2).2.2
  have hdd : Differentiable ℝ (deriv V) := hd.differentiable (by norm_num)
  -- the field in the hypervirial identity is the gradient of the potential
  have h := hypervirial_periodic β a (fun x => (hdd x).hasDerivAt)
    (hd.continuous_deriv le_rfl) (hV.of_le one_le_two) (periodic_deriv hVL) hVL
  rw [h]
  simp only [pow_two]

/-- For a continuously differentiable potential of period `L > 0` that is not constant, the weighted
integral of the squared force over one period is positive. -/
theorem squared_force_integral_pos (β a : ℝ) {L : ℝ} {V : ℝ → ℝ} (hL : 0 < L)
    (hV : ContDiff ℝ 1 V) (hVL : Function.Periodic V L) (hne : ∃ x y, V x ≠ V y) :
    0 < ∫ x in a..(a + L), deriv V x ^ 2 * boltzmannWeight β V x := by
  have hVd : Differentiable ℝ V := hV.differentiable (by norm_num)
  -- somewhere the force does not vanish
  have hforce : ∃ x, deriv V x ≠ 0 := by
    by_contra hcon
    push Not at hcon
    obtain ⟨x, y, hxy⟩ := hne
    exact hxy (is_const_of_deriv_eq_zero hVd hcon x y)
  obtain ⟨x, hx⟩ := hforce
  -- periodicity moves this point into the chosen cell
  obtain ⟨y, hy, hxy⟩ := (periodic_deriv hVL).exists_mem_Ico hL x a
  have hc : Continuous fun x => deriv V x ^ 2 * boltzmannWeight β V x :=
    ((hV.continuous_deriv le_rfl).pow 2).mul (continuous_boltzmannWeight β hV.continuous)
  refine intervalIntegral.integral_pos (by linarith) hc.continuousOn
    (fun z _ => mul_nonneg (sq_nonneg _) (Real.exp_pos _).le)
    ⟨y, ⟨hy.1, hy.2.le⟩, ?_⟩
  rw [hxy] at hx
  exact mul_pos (pow_pos (abs_pos.2 hx) 2 |>.trans_eq (sq_abs _)) (Real.exp_pos _)

/-- For `β > 0` and a twice continuously differentiable potential of period `L > 0` that is not
constant, the mean curvature is positive and `1/β` is the mean squared force divided by the mean
curvature. -/
theorem temperature_eq_force_sq_div_curvature {β L : ℝ} (a : ℝ) {V : ℝ → ℝ}
    (hβ : 0 < β) (hL : 0 < L) (hV : ContDiff ℝ 2 V) (hVL : Function.Periodic V L)
    (hne : ∃ x y, V x ≠ V y) :
    0 < canonicalAverage β V a L (deriv (deriv V)) ∧
      1 / β = canonicalAverage β V a L (fun x => deriv V x ^ 2) /
        canonicalAverage β V a L (deriv (deriv V)) := by
  have hN := squared_force_integral_pos β a hL (hV.of_le one_le_two) hVL hne
  have hZ : 0 < ∫ x in a..(a + L), boltzmannWeight β V x :=
    intervalIntegral.integral_pos (by linarith)
      (continuous_boltzmannWeight β hV.continuous).continuousOn
      (fun z _ => (Real.exp_pos _).le) ⟨a, ⟨le_rfl, by linarith⟩, Real.exp_pos _⟩
  unfold canonicalAverage
  rw [← configurational_temperature_identity β a hV hVL]
  refine ⟨div_pos (mul_pos hβ hN) hZ, ?_⟩
  have hN' := hN.ne'
  have hZ' := hZ.ne'
  have hβ' := hβ.ne'
  field_simp

/-- For the torsional potential `-K cos x`, the integrals of `β K sin² x` and `cos x` over
a full turn, weighted by `exp (β K cos x)`, agree. -/
theorem torsion_identity (β K : ℝ) :
    β * K * (∫ x in (0 : ℝ)..(2 * Real.pi), Real.sin x ^ 2 * Real.exp (β * K * Real.cos x)) =
      ∫ x in (0 : ℝ)..(2 * Real.pi), Real.cos x * Real.exp (β * K * Real.cos x) := by
  have hd : ∀ x, deriv (fun y => -K * Real.cos y) x = K * Real.sin x := fun x =>
    (((Real.hasDerivAt_cos x).const_mul (-K)).congr_deriv (by ring)).deriv
  have hw : ∀ x, boltzmannWeight β (fun y => -K * Real.cos y) x =
      Real.exp (β * K * Real.cos x) := by
    intro x
    unfold boltzmannWeight
    congr 1
    ring
  have hper : Function.Periodic (fun y => -K * Real.cos y) (2 * Real.pi) := by
    intro x
    simp only [Real.cos_add_two_pi]
  have h := hypervirial_periodic β 0 Real.hasDerivAt_sin Real.continuous_cos
    (contDiff_const.mul Real.contDiff_cos) Real.sin_periodic hper
  simp only [hd, hw, zero_add] at h
  rw [h, mul_assoc, ← intervalIntegral.integral_const_mul]
  congr 1
  refine intervalIntegral.integral_congr fun x _ => ?_
  ring

end

end ConfigurationalTemperature
```

```lean
#print axioms ConfigurationalTemperature.configurational_temperature_identity
#print axioms ConfigurationalTemperature.temperature_eq_force_sq_div_curvature
#print axioms ConfigurationalTemperature.torsion_identity
```

```
'ConfigurationalTemperature.configurational_temperature_identity' depends on axioms: [propext, Classical.choice, Quot.sound]
'ConfigurationalTemperature.temperature_eq_force_sq_div_curvature' depends on axioms: [propext, Classical.choice, Quot.sound]
'ConfigurationalTemperature.torsion_identity' depends on axioms: [propext, Classical.choice, Quot.sound]
```

### How the proof follows the calculation

`hasDerivAt_weighted_field` is the derivative of \(Bw\): `HasDerivAt.exp` supplies the chain rule, `fun_mul` the product rule, and `ring` collects the terms.

`hypervirial_with_boundary` integrates it. The step `key` is the fundamental theorem of calculus, `split` separates the integral into its two parts, and `linarith` rearranges. The continuity facts before them, including `continuous_boltzmannWeight`, guarantee that every integrand is integrable.

`hypervirial_periodic` sets the upper end to `a + L` and cancels the boundary values. `periodic_deriv` differentiates the equality of the functions \(V(\cdot+L)\) and \(V\). In `configurational_temperature_identity`, `contDiff_succ_iff_deriv` shows that \(V'\) is continuously differentiable, so it can serve as \(B\).

`squared_force_integral_pos` finds the point with nonzero force by contradiction: if \(V'\) vanished everywhere, `is_const_of_deriv_eq_zero` would make \(V\) constant. Then `exists_mem_Ico` moves the point into the chosen period, and `intervalIntegral.integral_pos` gives positivity.

`temperature_eq_force_sq_div_curvature` proves \(Z>0\) in the same way and uses the identity to replace the curvature integral by \(\beta\) times the squared-force integral. Positivity is then immediate, and `field_simp` cancels the common factors in the quotient.

Finally, `torsion_identity` applies `hypervirial_periodic` with \(B=\sin x\), computes the slope and weight of the cosine potential, and moves the constant \(K\) inside the integral on the left, so that the two integrands can be compared.
